# Two Jordan-Wigner fermion modes obey the canonical anticommutation relations, and a 3/5, 4i/5 mode-mixing matrix is unitary

The theorem `unitary_rotation_witness` states two concrete facts: the Jordan-Wigner annihilation operators `jwModes` of two fermion modes, complex 4 by 4 matrices on the finite four-dimensional Fock space, satisfy {c_i, c_j} = 0 and {c_i, c_j†} = δ_ij (`IsCAR`), and the 2 by 2 matrix U = `mixer`, with 3/5 on the diagonal and 4i/5 off it, satisfies U U† = 1. No Hamiltonian or state enters, and the statement does not apply U to the modes. The attempt decides the relations for the integer matrices `jwInt`, carries them to ℂ through the ring homomorphism `(Int.castRingHom ℂ).mapMatrix`, and checks U U† = 1 entry by entry with `simp` and `norm_num`.

As first written in Lean, the proof fails:

```lean
import Mathlib

open Matrix

namespace FermionModeRotation

noncomputable section

variable {A : Type*} [Ring A] [StarRing A] [Algebra ℂ A] [StarModule ℂ A]
variable {l m n : Type*} [Fintype l] [Fintype m] [Fintype n]

/-- Canonical anticommutation relations: `{c_i, c_j} = 0` and `{c_i, c_j*} = δ_ij`. -/
structure IsCAR {B ι : Type*} [Ring B] [StarRing B] [DecidableEq ι] (c : ι → B) : Prop where
  anti : ∀ i j, c i * c j + c j * c i = 0
  mixed : ∀ i j, c i * star (c j) + star (c j) * c i = if i = j then 1 else 0

/-- The integer entries of the Jordan-Wigner annihilation operators of two modes. -/
def jwInt : Fin 2 → Matrix (Fin 4) (Fin 4) ℤ :=
  ![!![0, 0, 1, 0; 0, 0, 0, 1; 0, 0, 0, 0; 0, 0, 0, 0],
    !![0, 1, 0, 0; 0, 0, 0, 0; 0, 0, 0, -1; 0, 0, 0, 0]]

/-- The Jordan-Wigner annihilation operators of two modes as complex 4 by 4 matrices. -/
def jwModes (i : Fin 2) : Matrix (Fin 4) (Fin 4) ℂ :=
  (jwInt i).map fun z : ℤ => (z : ℂ)

/-- A complex matrix that mixes two modes with amplitudes `3/5` and `4i/5`. -/
def mixer : Matrix (Fin 2) (Fin 2) ℂ :=
  !![3 / 5, 4 / 5 * Complex.I; 4 / 5 * Complex.I, 3 / 5]

/-- The two Jordan-Wigner modes obey the CAR and the mixing matrix satisfies `U U† = 1`. -/
theorem unitary_rotation_witness : IsCAR jwModes ∧ mixer * mixerᴴ = 1 := by
  -- the relations are checked over the integers and then cast to the complex numbers
  have ha : ∀ i j, jwInt i * jwInt j + jwInt j * jwInt i = 0 := by
    first | decide +kernel | decide
  have hb : ∀ i j, jwInt i * (jwInt j)ᵀ + (jwInt j)ᵀ * jwInt i = if i = j then 1 else 0 := by
    first | decide +kernel | decide
  have hm : ∀ i, jwModes i = (Int.castRingHom ℂ).mapMatrix (jwInt i) := fun _ => rfl
  have hs : ∀ j, star (jwModes j) = (Int.castRingHom ℂ).mapMatrix (jwInt j)ᵀ := by
    intro j
    ext a b
    simp [jwModes, Matrix.star_apply]
  refine ⟨⟨?_, ?_⟩, ?_⟩
  · intro i j
    rw [hm i, hm j, ← map_mul, ← map_mul, ← map_add, ha, map_zero]
  · intro i j
    rw [hs j, hm i, ← map_mul, ← map_mul, ← map_add, hb]
    split_ifs
    · exact map_one _
    · exact map_zero _
  · ext i j
    fin_cases i <;> fin_cases j <;>
      simp [mixer, Matrix.mul_apply, Fin.sum_univ_two, Complex.ext_iff] <;> norm_num

end

end FermionModeRotation
```

Lean reports:

```
Main.lean:50:2: error: unsolved goals
case refine_3.«0».«0»
ha : ∀ (i j : Fin 2), jwInt i * jwInt j + jwInt j * jwInt i = 0
hb : ∀ (i j : Fin 2), jwInt i * (jwInt j)ᵀ + (jwInt j)ᵀ * jwInt i = if i = j then 1 else 0
hm : ∀ (i : Fin 2), jwModes i = (Int.castRingHom ℂ).mapMatrix (jwInt i)
hs : ∀ (j : Fin 2), star (jwModes j) = (Int.castRingHom ℂ).mapMatrix (jwInt j)ᵀ
⊢ 3 / 5 * ((starRingEnd ℂ) 3 / (starRingEnd ℂ) 5).re + 4 / 5 * ((starRingEnd ℂ) 4 / (starRingEnd ℂ) 5).re = 1 ∧
    3 / 5 * ((starRingEnd ℂ) 3 / (starRingEnd ℂ) 5).im + 4 / 5 * ((starRingEnd ℂ) 4 / (starRingEnd ℂ) 5).im = 0

case refine_3.«0».«1»
ha : ∀ (i j : Fin 2), jwInt i * jwInt j + jwInt j * jwInt i = 0
hb : ∀ (i j : Fin 2), jwInt i * (jwInt j)ᵀ + (jwInt j)ᵀ * jwInt i = if i = j then 1 else 0
hm : ∀ (i : Fin 2), jwModes i = (Int.castRingHom ℂ).mapMatrix (jwInt i)
hs : ∀ (j : Fin 2), star (jwModes j) = (Int.castRingHom ℂ).mapMatrix (jwInt j)ᵀ
⊢ 3 / 5 * ((starRingEnd ℂ) 4 / (starRingEnd ℂ) 5).im + -(4 / 5 * ((starRingEnd ℂ) 3 / (starRingEnd ℂ) 5).im) = 0 ∧
    -(3 / 5 * ((starRingEnd ℂ) 4 / (starRingEnd ℂ) 5).re) + 4 / 5 * ((starRingEnd ℂ) 3 / (starRingEnd ℂ) 5).re = 0

case refine_3.«1».«0»
ha : ∀ (i j : Fin 2), jwInt i * jwInt j + jwInt j * jwInt i = 0
hb : ∀ (i j : Fin 2), jwInt i * (jwInt j)ᵀ + (jwInt j)ᵀ * jwInt i = if i = j then 1 else 0
hm : ∀ (i : Fin 2), jwModes i = (Int.castRingHom ℂ).mapMatrix (jwInt i)
hs : ∀ (j : Fin 2), star (jwModes j) = (Int.castRingHom ℂ).mapMatrix (jwInt j)ᵀ
⊢ -(4 / 5 * ((starRingEnd ℂ) 3 / (starRingEnd ℂ) 5).im) + 3 / 5 * ((starRingEnd ℂ) 4 / (starRingEnd ℂ) 5).im = 0 ∧
    4 / 5 * ((starRingEnd ℂ) 3 / (starRingEnd ℂ) 5).re + -(3 / 5 * ((starRingEnd ℂ) 4 / (starRingEnd ℂ) 5).re) = 0

case refine_3.«1».«1»
ha : ∀ (i j : Fin 2), jwInt i * jwInt j + jwInt j * jwInt i = 0
hb : ∀ (i j : Fin 2), jwInt i * (jwInt j)ᵀ + (jwInt j)ᵀ * jwInt i = if i = j then 1 else 0
hm : ∀ (i : Fin 2), jwModes i = (Int.castRingHom ℂ).mapMatrix (jwInt i)
hs : ∀ (j : Fin 2), star (jwModes j) = (Int.castRingHom ℂ).mapMatrix (jwInt j)ᵀ
⊢ 4 / 5 * ((starRingEnd ℂ) 4 / (starRingEnd ℂ) 5).re + 3 / 5 * ((starRingEnd ℂ) 3 / (starRingEnd ℂ) 5).re = 1 ∧
    4 / 5 * ((starRingEnd ℂ) 4 / (starRingEnd ℂ) 5).im + 3 / 5 * ((starRingEnd ℂ) 3 / (starRingEnd ℂ) 5).im = 0
```

The change, after which it compiles:

```diff
@@ -32,7 +32,7 @@
   -- the relations are checked over the integers and then cast to the complex numbers
   have ha : ∀ i j, jwInt i * jwInt j + jwInt j * jwInt i = 0 := by
-    first | decide +kernel | decide
+    decide +kernel
   have hb : ∀ i j, jwInt i * (jwInt j)ᵀ + (jwInt j)ᵀ * jwInt i = if i = j then 1 else 0 := by
-    first | decide +kernel | decide
+    decide +kernel
   have hm : ∀ i, jwModes i = (Int.castRingHom ℂ).mapMatrix (jwInt i) := fun _ => rfl
   have hs : ∀ j, star (jwModes j) = (Int.castRingHom ℂ).mapMatrix (jwInt j)ᵀ := by
@@ -48,7 +48,10 @@
     · exact map_one _
     · exact map_zero _
-  · ext i j
+  · have h3 : (starRingEnd ℂ) 3 = 3 := map_ofNat _ 3
+    have h4 : (starRingEnd ℂ) 4 = 4 := map_ofNat _ 4
+    have h5 : (starRingEnd ℂ) 5 = 5 := map_ofNat _ 5
+    ext i j
     fin_cases i <;> fin_cases j <;>
-      simp [mixer, Matrix.mul_apply, Fin.sum_univ_two, Complex.ext_iff] <;> norm_num
+      simp [mixer, Matrix.mul_apply, Fin.sum_univ_two, Complex.ext_iff, h3, h4, h5] <;> norm_num
 
 end
```

Diagnosis. The single error lists four unsolved goals, one for each entry of `mixer * mixerᴴ = 1`, each split by `Complex.ext_iff` into a real and an imaginary part. The anticommutation part raises no message. In every goal the complex conjugation coming from `mixerᴴ` has been pushed through the quotients and left on the numerals, as `(starRingEnd ℂ) 3`, `(starRingEnd ℂ) 4` and `(starRingEnd ℂ) 5`. Neither `simp` nor `norm_num` reduced these, so terms such as `((starRingEnd ℂ) 3 / (starRingEnd ℂ) 5).re` stay unevaluated and the arithmetic cannot close.

The repair adds `h3`, `h4`, `h5`, which say that conjugation fixes 3, 4 and 5. Each is an instance of `map_ofNat`, as `starRingEnd ℂ` is a ring homomorphism. Given to `simp`, they remove the conjugations, and what remains is rational arithmetic such as 3/5 · 3/5 + 4/5 · 4/5 = 1, which `simp` and `norm_num` finish.

Replacing `first | decide +kernel | decide` by `decide +kernel` in `ha` and `hb` is tidying; no message concerns those lines.
